# At fixed density on a finite grid, the lowest LB94 level falls strictly with β to a finite limit

Let $H$ be a real symmetric matrix on a finite, nonempty grid. At point $i$ let $n_i>0$ be the density of one spin and $x_i>0$ its reduced gradient, which stands for $|\nabla n|/n^{4/3}$. In atomic units, the parameter $\beta\ge 0$ enters through

$$v_i(\beta)=-\frac{\beta\,n_i^{1/3}x_i^2}{1+3\beta x_i\,\mathrm{asinh}\,x_i}.$$

This is the gradient correction of the LB94 potential; the local-density part belongs in $H$, with the kinetic, external and Hartree terms. Write $E(\beta)$ for the lowest eigenvalue of $H+\mathrm{diag}\,v(\beta)$. As $\beta$ varies, $H$, $n$ and $x$ stay fixed, so there is no self-consistency.

```lean
import Mathlib

open Matrix Filter Topology

namespace LB94OrbitalEnergy

noncomputable section

variable {ι : Type*} [Fintype ι]
```

The type `ι` is the set of grid points. An orbital is a function `ι → ℝ`, one real amplitude per point.

```lean
/-- The lowest eigenvalue of a real matrix on the grid, as the infimum of its real eigenvalues;
meant for symmetric matrices on a nonempty grid. -/
def lowestEigenvalue (A : Matrix ι ι ℝ) : ℝ :=
  sInf {μ | ∃ ψ : ι → ℝ, ψ ≠ 0 ∧ A *ᵥ ψ = μ • ψ}
```

This is the smallest $\mu$ for which $A\psi=\mu\psi$ has a nonzero solution. The symbol `*ᵥ` applies a matrix to a vector, and `sInf` is the infimum.

```lean
/-- The gradient correction of the LB94 potential at a point with spin density `n` and reduced
gradient `x`; meant for `β ≥ 0`, where the denominator is positive. -/
def lb94 (β n x : ℝ) : ℝ :=
  -β * n ^ (1 / 3 : ℝ) * x ^ 2 / (1 + 3 * β * x * Real.arsinh x)
```

This is $v_i(\beta)$ at one point. Without the annotation in `(1 / 3 : ℝ)`, Lean would read the exponent as natural-number division, which gives 0, and the density would drop out.

```lean
/-- The saturated (large-`β`) form of the LB94 gradient correction, `-n^(1/3) x / (3 asinh x)`;
meant for `x ≠ 0`. -/
def lb94Limit (n x : ℝ) : ℝ :=
  -(n ^ (1 / 3 : ℝ) * x / (3 * Real.arsinh x))
```

This is the limit of $v_i(\beta)$ for large $\beta$, $v_i^\infty=-n_i^{1/3}x_i/(3\,\mathrm{asinh}\,x_i)$. One power of $x_i$ has cancelled.

## The ground state and the variational principle

```lean
/-- A real symmetric matrix on a nonempty grid has a normalised eigenvector at its lowest
eigenvalue, and that eigenvalue times `φ ⬝ᵥ φ` is at most `φ ⬝ᵥ A *ᵥ φ` for every vector `φ`. -/
theorem exists_ground_state [Nonempty ι] {A : Matrix ι ι ℝ} (hA : A.IsSymm) :
    ∃ ψ : ι → ℝ, ψ ⬝ᵥ ψ = 1 ∧ A *ᵥ ψ = lowestEigenvalue A • ψ ∧
      ∀ φ : ι → ℝ, lowestEigenvalue A * (φ ⬝ᵥ φ) ≤ φ ⬝ᵥ A *ᵥ φ := by
  classical
  have hpos : ∀ φ : ι → ℝ, φ ≠ 0 → 0 < φ ⬝ᵥ φ := fun φ h =>
    lt_of_le_of_ne (Finset.sum_nonneg fun i _ => mul_self_nonneg (φ i))
      (fun h0 => h (dotProduct_self_eq_zero.1 h0.symm))
  -- the unit sphere is compact, so the energy has a minimiser on it
  have hclosed : IsClosed {ψ : ι → ℝ | ψ ⬝ᵥ ψ = 1} :=
    isClosed_eq (by simp only [dotProduct]; fun_prop) continuous_const
  have hsub : {ψ : ι → ℝ | ψ ⬝ᵥ ψ = 1} ⊆ Set.Icc (fun _ => (-1 : ℝ)) (fun _ => 1) := by
    intro ψ hψ
    have h1 : ∀ i, ψ i * ψ i ≤ 1 := fun i =>
      (Finset.single_le_sum (f := fun j => ψ j * ψ j)
        (fun j _ => mul_self_nonneg (ψ j)) (Finset.mem_univ i)).trans_eq hψ
    refine ⟨fun i => ?_, fun i => ?_⟩
    · show (-1 : ℝ) ≤ ψ i
      nlinarith [h1 i]
    · show ψ i ≤ 1
      nlinarith [h1 i]
  have hne : {ψ : ι → ℝ | ψ ⬝ᵥ ψ = 1}.Nonempty := by
    obtain ⟨i⟩ := ‹Nonempty ι›
    exact ⟨Pi.single i 1, by simp⟩
  have hcont : Continuous fun ψ : ι → ℝ => ψ ⬝ᵥ A *ᵥ ψ := by
    simp only [dotProduct, mulVec]
    fun_prop
  obtain ⟨ψ, hψ, hmin⟩ :=
    (isCompact_Icc.of_isClosed_subset hclosed hsub).exists_isMinOn hne hcont.continuousOn
  replace hψ : ψ ⬝ᵥ ψ = 1 := hψ
  obtain ⟨E, hE⟩ : ∃ E, E = ψ ⬝ᵥ A *ᵥ ψ := ⟨_, rfl⟩
  -- rescaling gives the variational principle for every vector
  have hvar : ∀ φ : ι → ℝ, E * (φ ⬝ᵥ φ) ≤ φ ⬝ᵥ A *ᵥ φ := by
    intro φ
    by_cases h0 : φ = 0
    · simp [h0]
    have hs := hpos φ h0
    obtain ⟨c, hc⟩ : ∃ c : ℝ, c * (c * (φ ⬝ᵥ φ)) = 1 := by
      refine ⟨(√(φ ⬝ᵥ φ))⁻¹, ?_⟩
      have h1 := Real.mul_self_sqrt hs.le
      have h2 : √(φ ⬝ᵥ φ) ≠ 0 := (Real.sqrt_pos.2 hs).ne'
      rw [← mul_assoc, ← mul_inv, h1, inv_mul_cancel₀ hs.ne']
    have hmem : (c • φ) ⬝ᵥ (c • φ) = 1 := by
      simpa only [smul_dotProduct, dotProduct_smul, smul_eq_mul] using hc
    have h : ψ ⬝ᵥ A *ᵥ ψ ≤ (c • φ) ⬝ᵥ A *ᵥ (c • φ) := hmin hmem
    simp only [mulVec_smul, smul_dotProduct, dotProduct_smul, smul_eq_mul] at h
    rw [← hE] at h
    have h3 := mul_le_mul_of_nonneg_right h hs.le
    linear_combination h3 + (φ ⬝ᵥ A *ᵥ φ) * hc
  -- stationarity along the residual shows that the minimiser is an eigenvector
  obtain ⟨r, hr⟩ : ∃ r, r = A *ᵥ ψ - E • ψ := ⟨_, rfl⟩
  have hrr : r ⬝ᵥ r = r ⬝ᵥ A *ᵥ ψ - E * (r ⬝ᵥ ψ) := by
    calc r ⬝ᵥ r = r ⬝ᵥ (A *ᵥ ψ - E • ψ) := by rw [← hr]
      _ = _ := by rw [dotProduct_sub, dotProduct_smul, smul_eq_mul]
  have hsym : ψ ⬝ᵥ A *ᵥ r = r ⬝ᵥ A *ᵥ ψ := by
    rw [dotProduct_mulVec, ← mulVec_transpose, hA.eq, dotProduct_comm]
  have hdisc := discrim_le_zero (a := r ⬝ᵥ A *ᵥ r - E * (r ⬝ᵥ r))
    (b := 2 * (r ⬝ᵥ r)) (c := 0) (fun t => by
      have h := hvar (ψ + t • r)
      simp only [mulVec_add, mulVec_smul, add_dotProduct, dotProduct_add, smul_dotProduct,
        dotProduct_smul, smul_eq_mul] at h
      rw [hsym, dotProduct_comm ψ r, hψ, ← hE] at h
      linear_combination h - 2 * t * hrr)
  have hr0 : r ⬝ᵥ r = 0 := by
    unfold discrim at hdisc
    nlinarith [sq_nonneg (r ⬝ᵥ r)]
  have heig : A *ᵥ ψ = E • ψ := sub_eq_zero.1 (hr ▸ dotProduct_self_eq_zero.1 hr0)
  have hlow : lowestEigenvalue A = E := by
    refine IsLeast.csInf_eq ⟨⟨ψ, fun h => by simp [h] at hψ, heig⟩, ?_⟩
    rintro μ ⟨φ, hφ, hμ⟩
    have h := hvar φ
    rw [hμ, dotProduct_smul, smul_eq_mul] at h
    exact le_of_mul_le_mul_right h (hpos φ hφ)
  rw [hlow]
  exact ⟨ψ, hψ, heig, hvar⟩
```

For symmetric $A$ there is a normalised $\psi$ (`⬝ᵥ` is the dot product, without grid weights) with $A\psi=E\psi$, where $E$ is the lowest eigenvalue, and $E\,\varphi\cdot\varphi\le\varphi\cdot A\varphi$ for every $\varphi$.

By hand, the energy $\psi\cdot A\psi$ is continuous on the compact unit sphere, so it has a minimiser $\psi$ with value $E$. Rescaling any $\varphi\neq0$ to unit length gives the inequality. Now set $r=A\psi-E\psi$ and try $\psi+tr$. By symmetry of $A$,

$$0\le t^2(r\cdot Ar-E\,r\cdot r)+2t\,r\cdot r\quad\text{for all }t.$$

The discriminant $4(r\cdot r)^2$ cannot be positive (`discrim_le_zero`), so $r=0$ and $\psi$ is an eigenvector. If $A\varphi=\mu\varphi$ with $\varphi\ne0$, the inequality gives $E\le\mu$, so $E$ is the least eigenvalue.

## Comparing two potentials

Write $E[v]$ for the lowest eigenvalue of $H+\mathrm{diag}\,v$.

```lean
variable [DecidableEq ι]

/-- For symmetric `H` on a nonempty grid, some normalised ground state for the potential `v`
gives a first-order energy that bounds the lowest eigenvalue for the potential `w` from above. -/
theorem first_order_bound [Nonempty ι] {H : Matrix ι ι ℝ} (hH : H.IsSymm) (v w : ι → ℝ) :
    ∃ ψ : ι → ℝ, ψ ⬝ᵥ ψ = 1 ∧
      (H + diagonal v) *ᵥ ψ = lowestEigenvalue (H + diagonal v) • ψ ∧
      lowestEigenvalue (H + diagonal w) ≤
        lowestEigenvalue (H + diagonal v) + ∑ i, (w i - v i) * ψ i ^ 2 := by
  obtain ⟨ψ, h1, h2, _⟩ := exists_ground_state (hH.add (isSymm_diagonal v))
  obtain ⟨_, _, _, h3⟩ := exists_ground_state (hH.add (isSymm_diagonal w))
  refine ⟨ψ, h1, h2, ?_⟩
  have hd : ∀ u : ι → ℝ, ψ ⬝ᵥ diagonal u *ᵥ ψ = ∑ i, u i * ψ i ^ 2 := by
    intro u
    simp only [dotProduct, mulVec_diagonal]
    exact Finset.sum_congr rfl fun i _ => by ring
  have hq : ψ ⬝ᵥ (H + diagonal w) *ᵥ ψ =
      ψ ⬝ᵥ (H + diagonal v) *ᵥ ψ + ∑ i, (w i - v i) * ψ i ^ 2 := by
    simp only [add_mulVec, dotProduct_add, hd, sub_mul, Finset.sum_sub_distrib]
    ring
  have h4 := h3 ψ
  rwa [h1, mul_one, hq, h2, dotProduct_smul, h1, smul_eq_mul, mul_one] at h4
```

Use the ground state $\psi$ for $v$ as trial state for $w$:

$$E[w]\le\psi\cdot(H+\mathrm{diag}\,w)\psi=E[v]+\sum_i(w_i-v_i)\psi_i^2.$$

In the proof, `h3` is the variational principle for $w$ and `hq` is the equality. The same bound, applied at a mixture of two potentials, also shows that $E[v]$ is concave in $v$.

```lean
/-- For symmetric `H` on a nonempty grid, a potential that is lower at every point gives a
strictly lower lowest eigenvalue. -/
theorem lowestEigenvalue_lt [Nonempty ι] {H : Matrix ι ι ℝ} (hH : H.IsSymm) {v w : ι → ℝ}
    (h : ∀ i, w i < v i) :
    lowestEigenvalue (H + diagonal w) < lowestEigenvalue (H + diagonal v) := by
  obtain ⟨ψ, h1, _, h2⟩ := first_order_bound hH v w
  have h0 : ψ ≠ 0 := fun h => by simp [h] at h1
  obtain ⟨i, hi⟩ := Function.ne_iff.1 h0
  replace hi : ψ i ≠ 0 := hi
  have hs : ∑ i, (w i - v i) * ψ i ^ 2 < ∑ _i : ι, (0 : ℝ) := by
    apply Finset.sum_lt_sum
    · intro j _
      nlinarith [mul_nonneg (sub_nonneg.2 (h j).le) (sq_nonneg (ψ j))]
    · exact ⟨i, Finset.mem_univ i, mul_neg_of_neg_of_pos (sub_neg.2 (h i)) (by positivity)⟩
  rw [Finset.sum_const_zero] at hs
  linarith
```

If $w_i<v_i$ everywhere, no term of the sum is positive, and one is negative because $\psi\ne0$. Hence $E[w]<E[v]$.

```lean
/-- For symmetric `H` on a nonempty grid, a potential that exceeds another by at most `δ` at
every point has a lowest eigenvalue that exceeds the other's by at most `δ`. -/
theorem lowestEigenvalue_le_add [Nonempty ι] {H : Matrix ι ι ℝ} (hH : H.IsSymm)
    {v w : ι → ℝ} {δ : ℝ} (h : ∀ i, w i ≤ v i + δ) :
    lowestEigenvalue (H + diagonal w) ≤ lowestEigenvalue (H + diagonal v) + δ := by
  obtain ⟨ψ, h1, _, h2⟩ := first_order_bound hH v w
  have hs : ∑ i, (w i - v i) * ψ i ^ 2 ≤ δ := by
    calc ∑ i, (w i - v i) * ψ i ^ 2 ≤ ∑ i, δ * (ψ i * ψ i) :=
          Finset.sum_le_sum fun i _ => by
            nlinarith [mul_nonneg (sub_nonneg.2 (h i)) (sq_nonneg (ψ i))]
      _ = δ * (ψ ⬝ᵥ ψ) := by rw [dotProduct, Finset.mul_sum]
      _ = δ := by rw [h1, mul_one]
  linarith
```

If $w_i\le v_i+\delta$ everywhere, the sum is at most $\delta\sum_i\psi_i^2=\delta$, so $E[w]\le E[v]+\delta$. Call this the shift bound.

## Two differences in closed form

```lean
omit [Fintype ι] [DecidableEq ι] in
/-- Closed form of the change of the LB94 gradient correction between two parameters `a, b ≥ 0`, at
positive reduced gradient. -/
theorem lb94_sub {a b x : ℝ} (n : ℝ) (ha : 0 ≤ a) (hb : 0 ≤ b) (hx : 0 < x) :
    lb94 a n x - lb94 b n x = n ^ (1 / 3 : ℝ) * x ^ 2 * (b - a) /
      ((1 + 3 * a * x * Real.arsinh x) * (1 + 3 * b * x * Real.arsinh x)) := by
  have hs : 0 < Real.arsinh x := Real.arsinh_pos_iff.2 hx
  unfold lb94
  generalize n ^ (1 / 3 : ℝ) = c
  generalize Real.arsinh x = s at hs ⊢
  field_simp
  ring
```

At one point put $c=n^{1/3}$, $s=\mathrm{asinh}\,x>0$ and $D_\beta=1+3\beta xs$. Then

$$v(a)-v(b)=cx^2\,\frac{bD_a-aD_b}{D_aD_b}=\frac{cx^2(b-a)}{D_aD_b},$$

since the terms $3abxs$ cancel. In Lean, `field_simp` clears denominators and `ring` does the cancellation.

```lean
omit [Fintype ι] [DecidableEq ι] in
/-- Closed form of the distance of the LB94 gradient correction from its saturated form, for `β ≥ 0`
and positive reduced gradient. -/
theorem lb94_sub_limit {β x : ℝ} (n : ℝ) (hβ : 0 ≤ β) (hx : 0 < x) :
    lb94 β n x - lb94Limit n x = n ^ (1 / 3 : ℝ) * x /
      (3 * Real.arsinh x * (1 + 3 * β * x * Real.arsinh x)) := by
  have hs : 0 < Real.arsinh x := Real.arsinh_pos_iff.2 hx
  unfold lb94 lb94Limit
  generalize n ^ (1 / 3 : ℝ) = c
  generalize Real.arsinh x = s at hs ⊢
  field_simp
  ring
```

Likewise,

$$v(\beta)-v^\infty=\frac{cx(D_\beta-3\beta xs)}{3sD_\beta}=\frac{cx}{3sD_\beta}.$$

## The level as a function of β

```lean
/-- The lowest orbital energy of `H` plus the LB94 gradient correction, as a function of `β`. -/
def orbitalEnergy (H : Matrix ι ι ℝ) (n x : ι → ℝ) (β : ℝ) : ℝ :=
  lowestEigenvalue (H + diagonal fun i => lb94 β (n i) (x i))
```

This is $E(\beta)$.

```lean
/-- The lowest orbital energy of `H` plus the saturated potential, for nonzero `x i`. -/
def saturatedEnergy (H : Matrix ι ι ℝ) (n x : ι → ℝ) : ℝ :=
  lowestEigenvalue (H + diagonal fun i => lb94Limit (n i) (x i))
```

This is $E_\infty$, the lowest eigenvalue with $v^\infty$ in place of $v(\beta)$.

```lean
/-- For symmetric `H` and positive densities and reduced gradients on a nonempty grid, the orbital
energy exceeds the saturated energy by at most `C / β` for `β > 0`, where `C` is any bound on
`n^(1/3) / (9 asinh² x)` over the grid. -/
theorem orbitalEnergy_le [Nonempty ι] {H : Matrix ι ι ℝ} (hH : H.IsSymm) {n x : ι → ℝ}
    (hn : ∀ i, 0 < n i) (hx : ∀ i, 0 < x i) {C β : ℝ} (hβ : 0 < β)
    (hC : ∀ i, n i ^ (1 / 3 : ℝ) / (9 * Real.arsinh (x i) ^ 2) ≤ C) :
    orbitalEnergy H n x β ≤ saturatedEnergy H n x + C / β := by
  refine lowestEigenvalue_le_add hH fun i => ?_
  have hgap := lb94_sub_limit (n i) hβ.le (hx i)
  have hc : 0 < n i ^ (1 / 3 : ℝ) := Real.rpow_pos_of_pos (hn i) _
  have hs : 0 < Real.arsinh (x i) := Real.arsinh_pos_iff.2 (hx i)
  have hy := hx i
  have hCi := hC i
  have key : n i ^ (1 / 3 : ℝ) * x i /
      (3 * Real.arsinh (x i) * (1 + 3 * β * x i * Real.arsinh (x i))) ≤ C / β := by
    generalize n i ^ (1 / 3 : ℝ) = c at hc hCi ⊢
    generalize Real.arsinh (x i) = s at hs hCi ⊢
    generalize x i = y at hy ⊢
    calc c * y / (3 * s * (1 + 3 * β * y * s)) ≤ c * y / (3 * s * (3 * β * y * s)) := by
          gcongr
          linarith
      _ = c / (9 * s ^ 2) / β := by
          field_simp
          ring
      _ ≤ C / β := by gcongr
  linarith
```

Dropping the 1 in $D_\beta$ gives

$$v(\beta)-v^\infty\le\frac{cx}{3s\cdot3\beta xs}=\frac{c}{9s^2\beta}\le\frac C\beta,$$

where $C$ bounds $c/(9s^2)$ over the grid. The shift bound with $\delta=C/\beta$ yields $E(\beta)\le E_\infty+C/\beta$.

```lean
/-- For symmetric `H` and positive densities and reduced gradients on a nonempty grid, the lowest
orbital energy strictly decreases with `β ≥ 0`, stays above the saturated energy, and tends to it
as `β` grows. -/
theorem orbitalEnergy_deepens_to_limit [Nonempty ι] {H : Matrix ι ι ℝ} (hH : H.IsSymm)
    {n x : ι → ℝ} (hn : ∀ i, 0 < n i) (hx : ∀ i, 0 < x i) :
    StrictAntiOn (orbitalEnergy H n x) (Set.Ici 0) ∧
      (∀ β, 0 ≤ β → saturatedEnergy H n x < orbitalEnergy H n x β) ∧
      Tendsto (orbitalEnergy H n x) atTop (𝓝 (saturatedEnergy H n x)) := by
  have hc : ∀ i, 0 < n i ^ (1 / 3 : ℝ) := fun i => Real.rpow_pos_of_pos (hn i) _
  have hs : ∀ i, 0 < Real.arsinh (x i) := fun i => Real.arsinh_pos_iff.2 (hx i)
  have hlow : ∀ β, 0 ≤ β → saturatedEnergy H n x < orbitalEnergy H n x β := by
    intro β hβ
    refine lowestEigenvalue_lt hH fun i => ?_
    rw [← sub_pos, lb94_sub_limit (n i) hβ (hx i)]
    have h1 := hc i
    have h2 := hs i
    have h3 := hx i
    positivity
  refine ⟨?_, hlow, ?_⟩
  · intro a ha b hb hab
    replace ha : 0 ≤ a := ha
    replace hb : 0 ≤ b := hb
    refine lowestEigenvalue_lt hH fun i => ?_
    rw [← sub_pos, lb94_sub (n i) ha hb (hx i)]
    have h1 := hc i
    have h2 := hs i
    have h3 := hx i
    have h4 : 0 < b - a := sub_pos.2 hab
    positivity
  · -- squeeze between the saturated energy and the `1 / β` bound
    obtain ⟨C, hC⟩ : ∃ C, ∀ i, n i ^ (1 / 3 : ℝ) / (9 * Real.arsinh (x i) ^ 2) ≤ C :=
      ⟨_, fun i => Finset.single_le_sum
        (f := fun j => n j ^ (1 / 3 : ℝ) / (9 * Real.arsinh (x j) ^ 2))
        (fun j _ => div_nonneg (hc j).le (by positivity)) (Finset.mem_univ i)⟩
    have h0 : Tendsto (fun β : ℝ => C / β) atTop (𝓝 0) :=
      tendsto_const_nhds.div_atTop tendsto_id
    have hup : Tendsto (fun β : ℝ => saturatedEnergy H n x + C / β) atTop
        (𝓝 (saturatedEnergy H n x)) := by
      simpa using h0.const_add (saturatedEnergy H n x)
    refine tendsto_of_tendsto_of_tendsto_of_le_of_le' tendsto_const_nhds hup ?_ ?_
    · filter_upwards [eventually_ge_atTop (0 : ℝ)] with β hβ using (hlow β hβ).le
    · filter_upwards [eventually_gt_atTop (0 : ℝ)] with β hβ
      exact orbitalEnergy_le hH hn hx hβ hC
```

The three parts of the conclusion are:

- `StrictAntiOn` on `Set.Ici 0`: for $0\le a<b$ the first difference is positive everywhere, so $E(b)<E(a)$.
- The lower bound: the second difference is positive everywhere, so $E_\infty<E(\beta)$.
- `Tendsto`: $E(\beta)\to E_\infty$ as $\beta\to\infty$, squeezed between $E_\infty$ and $E_\infty+C/\beta$. The sum of $c/(9s^2)$ over the grid serves as $C$.

The hypothesis $x_i>0$ leaves out grids with a point where the density gradient vanishes, such as the bond midpoint of H₂. If every $x_i$ were zero, the gradient correction would vanish and the level would not move.

```lean
/-- For symmetric `H` and positive densities and reduced gradients on a nonempty grid, each energy
strictly between the saturated energy and the lowest eigenvalue of `H` is the lowest orbital
energy for exactly one `β > 0`. -/
theorem existsUnique_fitted_parameter [Nonempty ι] {H : Matrix ι ι ℝ} (hH : H.IsSymm)
    {n x : ι → ℝ} (hn : ∀ i, 0 < n i) (hx : ∀ i, 0 < x i) {ε : ℝ}
    (hlo : saturatedEnergy H n x < ε) (hhi : ε < lowestEigenvalue H) :
    ∃! β, 0 < β ∧ orbitalEnergy H n x β = ε := by
  obtain ⟨hanti, _, hlim⟩ := orbitalEnergy_deepens_to_limit hH hn hx
  have hc : ∀ i, 0 < n i ^ (1 / 3 : ℝ) := fun i => Real.rpow_pos_of_pos (hn i) _
  -- the orbital energy is Lipschitz in the parameter
  have hcont : ContinuousOn (orbitalEnergy H n x) (Set.Ici 0) := by
    refine (LipschitzOnWith.of_le_add_mul' (∑ i, n i ^ (1 / 3 : ℝ) * x i ^ 2)
      fun a ha b hb => lowestEigenvalue_le_add hH fun i => ?_).continuousOn
    replace ha : 0 ≤ a := ha
    replace hb : 0 ≤ b := hb
    have h1 := hc i
    have h2 : 0 < Real.arsinh (x i) := Real.arsinh_pos_iff.2 (hx i)
    have h3 := hx i
    have hD : ∀ t : ℝ, 0 ≤ t → 1 ≤ 1 + 3 * t * x i * Real.arsinh (x i) := fun t ht =>
      le_add_of_nonneg_right (by positivity)
    have hDD := one_le_mul_of_one_le_of_one_le (hD a ha) (hD b hb)
    have hle : lb94 a (n i) (x i) - lb94 b (n i) (x i) ≤
        n i ^ (1 / 3 : ℝ) * x i ^ 2 * dist a b := by
      rw [lb94_sub (n i) ha hb h3, div_le_iff₀ (by linarith)]
      have h4 : b - a ≤ dist a b := by
        rw [Real.dist_eq, abs_sub_comm]
        exact le_abs_self _
      have h5 : 0 ≤ n i ^ (1 / 3 : ℝ) * x i ^ 2 := by positivity
      exact (mul_le_mul_of_nonneg_left h4 h5).trans
        (le_mul_of_one_le_right (mul_nonneg h5 dist_nonneg) hDD)
    have hsum := Finset.single_le_sum (f := fun j => n j ^ (1 / 3 : ℝ) * x j ^ 2)
      (fun j _ => mul_nonneg (hc j).le (sq_nonneg (x j))) (Finset.mem_univ i)
    have h6 := mul_le_mul_of_nonneg_right hsum (dist_nonneg (x := a) (y := b))
    linarith
  have hzero : orbitalEnergy H n x 0 = lowestEigenvalue H := by
    simp [orbitalEnergy, lb94]
  obtain ⟨B, hB, hB0⟩ :=
    ((hlim.eventually_lt_const hlo).and (eventually_gt_atTop (0 : ℝ))).exists
  obtain ⟨β, hβ, hval⟩ := intermediate_value_Icc' hB0.le
    (hcont.mono Set.Icc_subset_Ici_self) ⟨hB.le, (hzero ▸ hhi).le⟩
  have hβ0 : β ≠ 0 := by
    intro h
    rw [h, hzero] at hval
    exact hhi.ne' hval
  refine ⟨β, ⟨lt_of_le_of_ne hβ.1 hβ0.symm, hval⟩, ?_⟩
  rintro γ ⟨hγ, hγval⟩
  exact hanti.injOn (Set.mem_Ici.2 hγ.le) (Set.mem_Ici.2 hβ.1) (hγval.trans hval.symm)

end

end LB94OrbitalEnergy
```

The symbol `∃!` means "exactly one". Every $\varepsilon$ with $E_\infty<\varepsilon<E(0)$ equals $E(\beta)$ for exactly one $\beta>0$; here $E(0)$ is the lowest eigenvalue of $H$, because $v(0)=0$.

Since $D_a,D_b\ge1$, we have $v_i(a)-v_i(b)\le L|a-b|$ with $L=\sum_j n_j^{1/3}x_j^2$. The shift bound, used in both directions, gives $|E(a)-E(b)|\le L|a-b|$, so $E$ is continuous. By the limit, some $B>0$ has $E(B)<\varepsilon$. The intermediate value theorem on $[0,B]$ supplies $\beta$, which is not 0 because $E(0)>\varepsilon$. Strict decrease makes it unique.

For fitting $\beta>0$ to a prescribed orbital energy, this and the previous theorem settle which targets can be met when the density is frozen and the orbital is the lowest one on a finite grid, as the occupied orbital of helium is.

```lean
#print axioms LB94OrbitalEnergy.orbitalEnergy_deepens_to_limit
-- 'LB94OrbitalEnergy.orbitalEnergy_deepens_to_limit' depends on axioms: [propext, Classical.choice, Quot.sound]
#print axioms LB94OrbitalEnergy.existsUnique_fitted_parameter
-- 'LB94OrbitalEnergy.existsUnique_fitted_parameter' depends on axioms: [propext, Classical.choice, Quot.sound]
```
